# Bounds on spin contamination from ⟨S²⟩ and the highest spin present

Let a unit state ψ be the sum of mutually orthogonal components φ_0, …, φ_n with S²φ_j = (s+j)(s+j+1)φ_j, where s ≥ 0, ħ = 1 and some components may vanish. Write d = ⟨S²⟩ − s(s+1) for the excess over pure spin s, and w for the squared norm of the part of ψ above spin s.

```lean
import Mathlib

open Matrix

namespace SpinContaminationBounds

noncomputable section

variable {E : Type*} [NormedAddCommGroup E] [InnerProductSpace ℂ E]

/-- A unit state is the sum of mutually orthogonal components `φ 0, ..., φ n`, where `φ k` is
zero or an eigenvector of `S²` with spin `s + k`, and `s ≥ 0`. -/
structure SpinExpansion (S2 : E →ₗ[ℂ] E) (s : ℝ) {n : ℕ} (φ : Fin (n + 1) → E) : Prop where
  spin_nonneg : 0 ≤ s
  eigen : ∀ k, S2 (φ k) = (((s + (k : ℕ)) * (s + (k : ℕ) + 1) : ℝ) : ℂ) • φ k
  orth : ∀ j k, j ≠ k → inner ℂ (φ j) (φ k) = 0
  unit : ‖∑ k, φ k‖ = 1

/-- The excess `⟨S²⟩ - s(s+1)` of a state `ψ` over the value for pure spin `s`. -/
def spinExcess (S2 : E →ₗ[ℂ] E) (s : ℝ) (ψ : E) : ℝ :=
  (inner ℂ ψ (S2 ψ)).re - s * (s + 1)

/-- The squared norm of the part of the state that lies above the lowest spin. -/
def contaminantWeight {n : ℕ} (φ : Fin (n + 1) → E) : ℝ :=
  ‖∑ k : Fin n, φ k.succ‖ ^ 2

/-- For mutually orthogonal vectors `f k` and real numbers `c k`, the inner product of `∑ f k` with
`∑ c k • f k` has as real part the sum of the `c k` times the squared norms. -/
theorem inner_sum_weighted {ι : Type*} [Fintype ι] (f : ι → E) (c : ι → ℝ)
    (h : ∀ j k, j ≠ k → inner ℂ (f j) (f k) = 0) :
    (inner ℂ (∑ k, f k) (∑ k, (c k : ℂ) • f k)).re = ∑ k, c k * ‖f k‖ ^ 2 := by
  rw [sum_inner, Complex.re_sum]
  refine Finset.sum_congr rfl fun j _ => ?_
  -- only the diagonal term survives
  rw [inner_sum, Finset.sum_eq_single j]
  · rw [inner_smul_right, Complex.re_ofReal_mul]
    exact congrArg (fun x => c j * x) (inner_self_eq_norm_sq (𝕜 := ℂ) (f j))
  · intro k _ hk
    rw [inner_smul_right, h j k hk.symm, mul_zero]
  · intro hj
    exact absurd (Finset.mem_univ j) hj

/-- The squared norm of a sum of mutually orthogonal components is the sum of their squared
norms. -/
theorem norm_sq_sum {ι : Type*} [Fintype ι] (f : ι → E)
    (h : ∀ j k, j ≠ k → inner ℂ (f j) (f k) = 0) :
    ‖∑ k, f k‖ ^ 2 = ∑ k, ‖f k‖ ^ 2 := by
  have key := inner_sum_weighted f (fun _ => 1) h
  simp only [Complex.ofReal_one, one_smul, one_mul] at key
  rw [← key]
  exact (inner_self_eq_norm_sq (𝕜 := ℂ) (∑ k, f k)).symm

variable {S2 : E →ₗ[ℂ] E} {s : ℝ} {n : ℕ}

/-- The contaminant weight is the sum of the weights of the spins above `s`. -/
theorem SpinExpansion.weight_eq {φ : Fin (n + 1) → E} (h : SpinExpansion S2 s φ) :
    contaminantWeight φ = ∑ k : Fin n, ‖φ k.succ‖ ^ 2 :=
  norm_sq_sum _ fun _ _ hjk => h.orth _ _ fun e => hjk (Fin.succ_injective _ e)

/-- The component of spin `s + j` contributes `j(2s+j+1)` times its weight to the excess of
`⟨S²⟩`; here `j = k + 1`. -/
theorem SpinExpansion.excess_eq {φ : Fin (n + 1) → E} (h : SpinExpansion S2 s φ) :
    spinExcess S2 s (∑ k, φ k) =
      ∑ k : Fin n, (((k : ℕ) : ℝ) + 1) * (2 * s + (k : ℕ) + 2) * ‖φ k.succ‖ ^ 2 := by
  have hS : S2 (∑ k, φ k) =
      ∑ k : Fin (n + 1), (((s + (k : ℕ)) * (s + (k : ℕ) + 1) : ℝ) : ℂ) • φ k := by
    rw [map_sum]
    exact Finset.sum_congr rfl fun k _ => h.eigen k
  have hN : ∑ k, ‖φ k‖ ^ 2 = 1 := by
    rw [← norm_sq_sum φ h.orth, h.unit, one_pow]
  change (inner ℂ (∑ k, φ k) (S2 (∑ k, φ k))).re - s * (s + 1) = _
  rw [hS,
    inner_sum_weighted φ (fun k => (s + (k : ℕ)) * (s + (k : ℕ) + 1)) h.orth]
  -- subtract s(s+1) from every eigenvalue, using normalization
  calc _ = ∑ k : Fin (n + 1), (s + (k : ℕ)) * (s + (k : ℕ) + 1) * ‖φ k‖ ^ 2
          - s * (s + 1) * ∑ k, ‖φ k‖ ^ 2 := by rw [hN, mul_one]
    _ = ∑ k : Fin (n + 1), ((k : ℕ) : ℝ) * (2 * s + (k : ℕ) + 1) * ‖φ k‖ ^ 2 := by
        rw [Finset.mul_sum, ← Finset.sum_sub_distrib]
        exact Finset.sum_congr rfl fun k _ => by ring
    _ = _ := by
        rw [Fin.sum_univ_succ]
        simp only [Fin.val_zero, Fin.val_succ, Nat.cast_zero, Nat.cast_add, Nat.cast_one,
          zero_mul, zero_add]
        exact Finset.sum_congr rfl fun k _ => by ring

/-- The excess of `⟨S²⟩` falls short of the value that it would have if the highest spin `s + n`
carried the whole contaminant weight; the difference is a weighted sum over the spins between. -/
theorem SpinExpansion.gap_eq {φ : Fin (n + 1) → E} (h : SpinExpansion S2 s φ) :
    n * (2 * s + n + 1) * contaminantWeight φ - spinExcess S2 s (∑ k, φ k) =
      ∑ k : Fin n, ((n : ℝ) - ((k : ℕ) + 1)) * (n + (k : ℕ) + 2 + 2 * s)
        * ‖φ k.succ‖ ^ 2 := by
  rw [h.weight_eq, h.excess_eq, Finset.mul_sum, ← Finset.sum_sub_distrib]
  exact Finset.sum_congr rfl fun k _ => by ring

/-- Every term of the gap is nonnegative. -/
theorem SpinExpansion.gap_nonneg {φ : Fin (n + 1) → E} (h : SpinExpansion S2 s φ) (k : Fin n) :
    0 ≤ ((n : ℝ) - ((k : ℕ) + 1)) * (n + (k : ℕ) + 2 + 2 * s) * ‖φ k.succ‖ ^ 2 := by
  have hs := h.spin_nonneg
  have hk : ((k : ℕ) : ℝ) + 1 ≤ n := by exact_mod_cast Nat.succ_le_of_lt k.isLt
  exact mul_nonneg (mul_nonneg (by linarith) (by positivity)) (sq_nonneg _)

/-- If the spins run from `s` to `m > s` in unit steps, the excess of `⟨S²⟩` bounds the
contaminant weight from below and from above. -/
theorem contaminantWeight_bounds {φ : Fin (n + 1 + 1) → E} (h : SpinExpansion S2 s φ)
    {m : ℝ} (hm : m = s + (n + 1)) :
    spinExcess S2 s (∑ k, φ k) / ((m - s) * (m + s + 1)) ≤ contaminantWeight φ ∧
      contaminantWeight φ ≤ spinExcess S2 s (∑ k, φ k) / (2 * (s + 1)) := by
  have hs := h.spin_nonneg
  subst hm
  constructor
  · have hpos : 0 < (s + ((n : ℝ) + 1) - s) * (s + (n + 1) + s + 1) :=
      mul_pos (by rw [add_sub_cancel_left]; positivity) (by positivity)
    have hgap := Finset.sum_nonneg fun k (_ : k ∈ Finset.univ) => h.gap_nonneg k
    rw [← h.gap_eq] at hgap
    push_cast at hgap
    rw [div_le_iff₀ hpos]
    linarith
  · -- every contaminant costs at least as much as spin s + 1
    rw [le_div_iff₀ (by positivity), h.weight_eq, h.excess_eq, Finset.sum_mul]
    refine Finset.sum_le_sum fun k _ => ?_
    have hk : 0 ≤ ((k : ℕ) : ℝ) * (2 * s + (k : ℕ) + 3) * ‖φ k.succ‖ ^ 2 := by positivity
    linarith

/-- The lower bound on the contaminant weight, written without division, is an equality exactly
when no spin strictly between `s` and `s + n` contributes. -/
theorem lower_bound_eq_iff {φ : Fin (n + 1) → E} (h : SpinExpansion S2 s φ) :
    n * (2 * s + n + 1) * contaminantWeight φ = spinExcess S2 s (∑ k, φ k) ↔
      ∀ k : Fin (n + 1), 0 < (k : ℕ) → (k : ℕ) < n → φ k = 0 := by
  have hs := h.spin_nonneg
  rw [← sub_eq_zero, h.gap_eq, Finset.sum_eq_zero_iff_of_nonneg fun k _ => h.gap_nonneg k]
  constructor
  · intro H k hk0 hkn
    obtain ⟨j, rfl⟩ := Fin.exists_succ_eq.mpr (show k ≠ 0 by rintro rfl; simp at hk0)
    have hlt : ((j : ℕ) : ℝ) + 1 < n := by
      rw [Fin.val_succ] at hkn
      exact_mod_cast hkn
    have hpos : 0 < ((n : ℝ) - ((j : ℕ) + 1)) * (n + (j : ℕ) + 2 + 2 * s) :=
      mul_pos (by linarith) (by positivity)
    have hz := (mul_eq_zero.mp (H j (Finset.mem_univ j))).resolve_left hpos.ne'
    exact norm_eq_zero.mp ((pow_eq_zero_iff two_ne_zero).mp hz)
  · intro H j _
    have hj : (j : ℕ) + 1 ≤ n := j.isLt
    rcases hj.lt_or_eq with hlt | heq
    · rw [H j.succ (by simp) (by simpa using hlt)]
      simp
    · have hn : ((j : ℕ) : ℝ) + 1 = n := by exact_mod_cast heq
      rw [hn, sub_self, zero_mul, zero_mul]

/-- For `Nα` up and `Nβ` down electrons, with spins from `(Nα - Nβ)/2` to `(Nα + Nβ)/2`, the
excess of `⟨S²⟩` is at most `Nβ(Nα + 1)` times the contaminant weight. -/
theorem electron_excess_le {Nα Nβ : ℕ} {φ : Fin (Nβ + 1) → E}
    (h : SpinExpansion S2 (((Nα : ℝ) - Nβ) / 2) φ) :
    spinExcess S2 (((Nα : ℝ) - Nβ) / 2) (∑ k, φ k) ≤
      Nβ * (Nα + 1) * contaminantWeight φ := by
  have hgap := Finset.sum_nonneg fun k (_ : k ∈ Finset.univ) => h.gap_nonneg k
  rw [← h.gap_eq] at hgap
  linarith

/-- `S²` for two spins 1 with total `S_z = 0`, in the basis `|1,-1⟩, |0,0⟩, |-1,1⟩`. -/
def pairS2 : EuclideanSpace ℂ (Fin 3) →ₗ[ℂ] EuclideanSpace ℂ (Fin 3) where
  toFun v := WithLp.toLp 2 (!![2, 2, 0; 2, 4, 2; 0, 2, 2] *ᵥ v.ofLp)
  map_add' u v := by
    simp only [WithLp.ofLp_add, Matrix.mulVec_add, WithLp.toLp_add]
  map_smul' c v := by
    simp only [WithLp.ofLp_smul, Matrix.mulVec_smul, WithLp.toLp_smul, RingHom.id_apply]

/-- Three vectors in the basis `|1,-1⟩, |0,0⟩, |-1,1⟩`. -/
def neelParts : Fin (2 + 1) → EuclideanSpace ℂ (Fin 3) :=
  ![!₂[1/3, -1/3, 1/3], !₂[1/2, 0, -1/2], !₂[1/6, 1/3, 1/6]]

/-- The Néel state `|1,-1⟩` of two spins 1 is the sum of the three vectors `neelParts`, which
form a spin expansion with spins 0, 1 and 2. -/
theorem spinExpansion_witness :
    SpinExpansion pairS2 0 neelParts ∧ ∑ k, neelParts k = !₂[1, 0, 0] := by
  have hsum : ∑ k, neelParts k = !₂[1, 0, 0] := by
    ext i
    fin_cases i <;> simp [neelParts, Fin.sum_univ_succ] <;> norm_num
  refine ⟨⟨le_rfl, ?_, ?_, ?_⟩, hsum⟩
  · intro k
    ext i
    fin_cases k <;> fin_cases i <;>
      simp [pairS2, neelParts, dotProduct, Fin.sum_univ_succ] <;> norm_num
  · intro j k hjk
    -- the numerals in the components are real
    have h2 : (starRingEnd ℂ) 2 = 2 := Complex.conj_eq_iff_im.mpr (by simp)
    have h3 : (starRingEnd ℂ) 3 = 3 := Complex.conj_eq_iff_im.mpr (by simp)
    have h6 : (starRingEnd ℂ) 6 = 6 := Complex.conj_eq_iff_im.mpr (by simp)
    fin_cases j <;> fin_cases k <;> first
      | exact absurd rfl hjk
      | simp [neelParts, PiLp.inner_apply, Fin.sum_univ_succ, h2, h3, h6]
    all_goals norm_num
  · rw [hsum]
    simp [EuclideanSpace.norm_eq, Fin.sum_univ_succ]

end

end SpinContaminationBounds
```

```lean
#print axioms SpinContaminationBounds.contaminantWeight_bounds
-- 'SpinContaminationBounds.contaminantWeight_bounds' depends on axioms: [propext, Classical.choice, Quot.sound]
#print axioms SpinContaminationBounds.lower_bound_eq_iff
-- 'SpinContaminationBounds.lower_bound_eq_iff' depends on axioms: [propext, Classical.choice, Quot.sound]
#print axioms SpinContaminationBounds.electron_excess_le
-- 'SpinContaminationBounds.electron_excess_le' depends on axioms: [propext, Classical.choice, Quot.sound]
```

## Two bounds on the contaminant weight

`SpinExpansion` collects the assumptions on the components, `spinExcess` is d, and `contaminantWeight` is w. The main theorem, `contaminantWeight_bounds`, says that if the spins run from s to m > s, then

d/((m−s)(m+s+1)) ≤ w ≤ d/(2(s+1)).

Its family is indexed by `Fin (n + 1 + 1)`, so the highest spin is m = s+n+1 and m > s holds automatically. The other general results about a `SpinExpansion` use `Fin (n + 1)`, with highest spin s+n.

The operator `S2` is any linear map on a complex inner product space. It is not built from spin operators, and s may be any nonnegative real number. The decomposition of ψ is assumed.

For an unrestricted determinant with Nα up and Nβ down electrons, where Nα ≥ Nβ ≥ 1, the bounds turn a computed ⟨S²⟩ into a range for the contaminant weight, provided that the determinant has such an expansion with s = (Nα−Nβ)/2 and highest spin (Nα+Nβ)/2. In that case `electron_excess_le` gives

d ≤ Nβ(Nα+1)w.

## From ⟨S²⟩ to the weights

Let p_j = ‖φ_j‖². Orthogonality removes all cross terms, so

Σ_{j=0}^n p_j = 1,
w = Σ_{j=1}^n p_j,
⟨S²⟩ = Σ_{j=0}^n (s+j)(s+j+1)p_j.

Because the weights sum to 1, s(s+1) can be subtracted inside the sum:

d = Σ_{j=1}^n j(2s+j+1)p_j.

In Lean, `inner_sum_weighted` removes the cross terms, and `norm_sq_sum` is its special case with all coefficients equal to 1. They lead to `weight_eq` and `excess_eq`. The Lean sums run over `k : Fin n` and contain `φ k.succ`, so j = k+1.

The subtraction is easily done wrongly by forgetting that contamination also lowers the weight of spin s. For a doublet with quartet weight w,

⟨S²⟩ = (3/4)(1−w) + (15/4)w = 3/4 + 3w,

so d is 3w and not (15/4)w.

## The lower bound and its equality case

If all the contamination had the highest spin s+n, the excess would be n(2s+n+1)w. The actual excess falls short of this by

n(2s+n+1)w − d = Σ_{j=1}^n (n−j)(n+j+2s+1)p_j ≥ 0.

These are `gap_eq` and `gap_nonneg`. With n replaced by n+1, the prefactor becomes (m−s)(m+s+1). It is positive, and `div_le_iff₀` reduces the lower bound to this inequality. Setting n = Nβ and 2s = Nα−Nβ instead gives the electron form.

A sum of nonnegative terms vanishes only if every term does. For 0 < j < n the factor in front of p_j is positive, so equality holds exactly when all intermediate components are zero. This is `lower_bound_eq_iff`, stated without division.

The bound can fail if m is smaller than the highest spin present. Take s = 0 and equal weights 1/2 for spins 0 and 2. Then d = 3 and w = 1/2, but m = 1 would require 3/2 ≤ 1/2. The hypothesis `hm` excludes this by tying m to the last index.

## The upper bound

Each contaminant raises ⟨S²⟩ by at least as much per unit weight as spin s+1 does:

j(2s+j+1) − 2(s+1) = (j−1)(2s+j+2) ≥ 0 for j ≥ 1.

Multiplying by p_j and summing gives d ≥ 2(s+1)w. The Lean proof makes the same comparison term by term with `Finset.sum_le_sum`; there the difference reads k(2s+k+3).

## The Néel state of two spins 1

`spinExpansion_witness` shows that the assumptions can be met. It splits |1,−1⟩ into the three vectors of `neelParts`, with spins 0, 1 and 2, and checks the eigenvalue equations, orthogonality and norm by components. The matrix in `pairS2` is entered directly.

The squared norms of the parts are 1/3, 1/2 and 1/6. Hence w = 2/3 and d = 2, and the bounds read 1/3 ≤ 2/3 ≤ 1. Both are strict here, since spins 1 and 2 both contribute.
